# The band energy of an averaged Hamiltonian is at least the mean band energy at fixed filling

In a substitutional alloy, each arrangement of the atoms gives its own one-electron Hamiltonian. The virtual-crystal approximation replaces them all by their average. Does this raise or lower the band energy, averaged over the configurations? For non-interacting electrons in a finite-dimensional orbital space shared by all configurations, with the same number of filled orbitals in every configuration, it can only raise it or leave it unchanged. The virtual crystal therefore gives an upper bound on the configuration-averaged band energy in such a model.

Let \(E\) be a real or complex inner product space; \(𝕜\) is the scalar field and the finite type `ι` labels the configurations.

In Lean 4 with Mathlib:

```lean
import Mathlib

open scoped InnerProductSpace

namespace VirtualCrystalBandEnergy

noncomputable section

variable {𝕜 E ι : Type*} [RCLike 𝕜] [NormedAddCommGroup E] [InnerProductSpace 𝕜 E]
  [Fintype ι] {n k : ℕ}
```

## Fillings and the averaged Hamiltonian

A filling is a family \(v=(v_0,\dots,v_{k-1})\) of orbitals, each holding one electron. Its energy under a Hamiltonian \(T\) is
\[F(T,v)=\sum_{j<k}\operatorname{Re}\langle v_j,Tv_j\rangle .\]
The definition accepts any family; the theorems add orthonormality where they need it.

```lean
/-- The sum of the real parts of `⟪v j, T (v j)⟫` over a family `v` of `k` vectors. For a symmetric
Hamiltonian `T` and orthonormal `v`, this is the energy of the filling `v`. -/
def fillingEnergy (T : E →ₗ[𝕜] E) (v : Fin k → E) : ℝ :=
  ∑ j, RCLike.re ⟪v j, T (v j)⟫_𝕜
```

Configuration \(i\) has Hamiltonian \(T_i\) and real weight \(w_i\), and the average is \(\bar T=\sum_i w_iT_i\). The weights need not sum to one; when they are probabilities, \(\bar T\) is the virtual crystal.

```lean
/-- The weighted sum of the Hamiltonians of all configurations; if the weights are
probabilities, this is the virtual-crystal Hamiltonian. -/
def averageHamiltonian (w : ι → ℝ) (T : ι → E →ₗ[𝕜] E) : E →ₗ[𝕜] E :=
  ∑ i, (w i : 𝕜) • T i
```

If every \(T_i\) is symmetric, so is \(\bar T\), because the weights are real:
\[\langle\bar Tx,y\rangle=\sum_i w_i\langle T_ix,y\rangle=\sum_i w_i\langle x,T_iy\rangle=\langle x,\bar Ty\rangle .\]

```lean
/-- A real-weighted sum of symmetric Hamiltonians is symmetric. -/
theorem averageHamiltonian_isSymmetric (w : ι → ℝ) {T : ι → E →ₗ[𝕜] E}
    (hT : ∀ i, (T i).IsSymmetric) : (averageHamiltonian w T).IsSymmetric := by
  intro x y
  have h := fun i => hT i x y
  simp [averageHamiltonian, LinearMap.sum_apply, sum_inner, inner_sum, inner_smul_left,
    inner_smul_right, h]
```

For a fixed filling the energy is linear in the Hamiltonian. Exchanging the two sums (`Finset.sum_comm`) gives
\[F(\bar T,v)=\sum_j\sum_i w_i\operatorname{Re}\langle v_j,T_iv_j\rangle=\sum_i w_iF(T_i,v).\]

```lean
/-- In a fixed filling, the energy of the averaged Hamiltonian is the average of the
energies of the configurations. -/
theorem fillingEnergy_average (w : ι → ℝ) (T : ι → E →ₗ[𝕜] E) (v : Fin k → E) :
    fillingEnergy (averageHamiltonian w T) v = ∑ i, w i * fillingEnergy (T i) v := by
  simp only [fillingEnergy, averageHamiltonian, LinearMap.sum_apply, LinearMap.smul_apply,
    inner_sum, inner_smul_right, map_sum, RCLike.re_ofReal_mul, Finset.mul_sum]
  exact Finset.sum_comm
```

## Filling from the bottom

Take levels \(e_0\le\dots\le e_{n-1}\) and occupations \(0\le p_i\le1\) with \(\sum_i p_i=k\le n\). If \(k=0\), all occupations vanish and both energies are zero. Otherwise let \(\mu=e_{k-1}\) be the highest filled level. Then
\[\sum_{j<k}(e_j-\mu)\le\sum_{j<k}(e_j-\mu)p_j\le\sum_{i<n}(e_i-\mu)p_i .\]
The first step uses \(e_j-\mu\le0\) and \(p_j\le1\); the second adds non-negative terms. Both ends contain \(-k\mu\), which cancels to leave \(\sum_{j<k}e_j\le\sum_i e_ip_i\). In the code this chain is `key`, with \(k\) written as `m + 1`.

```lean
/-- Aufbau inequality: for levels `e` in increasing order and occupations `p` between
zero and one that sum to `k`, the energy is at least the sum of the `k` lowest levels. -/
theorem aufbau {e p : Fin n → ℝ} (he : Monotone e) (h0 : ∀ i, 0 ≤ p i)
    (h1 : ∀ i, p i ≤ 1) (hsum : ∑ i, p i = k) (hk : k ≤ n) :
    ∑ j : Fin k, e (Fin.castLE hk j) ≤ ∑ i, e i * p i := by
  rcases k with _ | m
  · have h : ∑ i, p i = 0 := by simpa using hsum
    have hp : ∀ i, p i = 0 := fun i =>
      (Finset.sum_eq_zero_iff_of_nonneg (fun i _ => h0 i)).1 h i (Finset.mem_univ i)
    simp [hp]
  · -- measure all energies from the highest filled level
    obtain ⟨μ, hμ⟩ : ∃ μ, μ = e ⟨m, hk⟩ := ⟨_, rfl⟩
    have key : ∑ j : Fin (m + 1), (e (Fin.castLE hk j) - μ) ≤ ∑ i, (e i - μ) * p i := by
      calc ∑ j : Fin (m + 1), (e (Fin.castLE hk j) - μ)
          ≤ ∑ j : Fin (m + 1), (e (Fin.castLE hk j) - μ) * p (Fin.castLE hk j) := by
            refine Finset.sum_le_sum fun j _ => ?_
            have hj : e (Fin.castLE hk j) ≤ μ := by
              rw [hμ]
              exact he (Fin.le_def.2 (Nat.le_of_lt_succ j.isLt))
            nlinarith [h1 (Fin.castLE hk j)]
        _ = ∑ i ∈ Finset.univ.map (Fin.castLEEmb hk), (e i - μ) * p i := by
            rw [Finset.sum_map]
            rfl
        _ ≤ ∑ i, (e i - μ) * p i := by
            refine Finset.sum_le_sum_of_subset_of_nonneg (Finset.subset_univ _) ?_
            intro i _ hi
            have hmi : m ≤ (i : ℕ) := by
              by_contra h
              exact hi (Finset.mem_map.2
                ⟨⟨i, by omega⟩, Finset.mem_univ _, Fin.ext rfl⟩)
            have hle : μ ≤ e i := by
              rw [hμ]
              exact he (Fin.le_def.2 hmi)
            exact mul_nonneg (sub_nonneg.2 hle) (h0 i)
    simp only [Finset.sum_sub_distrib, sub_mul, ← Finset.mul_sum, hsum, Finset.sum_const,
      Finset.card_univ, Fintype.card_fin, nsmul_eq_mul] at key
    linarith
```

## Levels, eigenorbitals and band energy

Now let \(E\) have dimension \(n\), recorded by `hn`. Mathlib lists eigenvalues in decreasing order, so `i.rev` reverses them into levels \(\varepsilon_0\le\dots\le\varepsilon_{n-1}\), repeated by multiplicity.

```lean
variable [FiniteDimensional 𝕜 E] {T : E →ₗ[𝕜] E}

/-- The eigenvalues of a symmetric Hamiltonian, with multiplicity, in increasing order. -/
def level (hT : T.IsSymmetric) (hn : Module.finrank 𝕜 E = n) (i : Fin n) : ℝ :=
  hT.eigenvalues hn i.rev
```

The orthonormal eigenorbitals \(\varphi_i\) are reordered in the same way.

```lean
/-- An orthonormal basis of eigenorbitals, in the order of the levels. -/
def orbital (hT : T.IsSymmetric) (hn : Module.finrank 𝕜 E = n) :
    OrthonormalBasis (Fin n) 𝕜 E :=
  (hT.eigenvectorBasis hn).reindex Fin.revPerm
```

The band energy is \(E_k(T)=\sum_{j<k}\varepsilon_j\). Here `Fin.castLE hk` reads an index below \(k\) as one below \(n\).

```lean
/-- The band energy `E_k`: the sum of the `k` lowest eigenvalues, for `k` at most the
number of orbitals. -/
def bandEnergy (hT : T.IsSymmetric) (hn : Module.finrank 𝕜 E = n) (hk : k ≤ n) : ℝ :=
  ∑ j : Fin k, level hT hn (Fin.castLE hk j)
```

Levels and orbitals still match: \(T\varphi_i=\varepsilon_i\varphi_i\).

```lean
/-- Each eigenorbital solves the stationary Schrödinger equation with its level as energy. -/
theorem apply_orbital (hT : T.IsSymmetric) (hn : Module.finrank 𝕜 E = n) (i : Fin n) :
    T (orbital hT hn i) = (level hT hn i : 𝕜) • orbital hT hn i := by
  simp [orbital, level, hT.apply_eigenvectorBasis]
```

Symmetry gives \(\langle\varphi_i,Tx\rangle=\langle T\varphi_i,x\rangle=\varepsilon_i\langle\varphi_i,x\rangle\). Inserting the complete eigenbasis, for any vector \(x\),
\[\langle x,Tx\rangle=\sum_i\langle x,\varphi_i\rangle\langle\varphi_i,Tx\rangle=\sum_i\varepsilon_i|\langle\varphi_i,x\rangle|^2 .\]

```lean
/-- For a symmetric Hamiltonian `T` and any vector `x`, the real part of `⟪x, T x⟫` is the sum of
the levels weighted by the squared overlaps of `x` with the eigenorbitals. For normalised `x` this
is the expectation value of `T`. -/
theorem expectation_eq (hT : T.IsSymmetric) (hn : Module.finrank 𝕜 E = n) (x : E) :
    RCLike.re ⟪x, T x⟫_𝕜 = ∑ i, level hT hn i * ‖⟪orbital hT hn i, x⟫_𝕜‖ ^ 2 := by
  rw [← (orbital hT hn).sum_inner_mul_inner x (T x), map_sum]
  refine Finset.sum_congr rfl fun i _ => ?_
  have h : ⟪orbital hT hn i, T x⟫_𝕜 = (level hT hn i : 𝕜) * ⟪orbital hT hn i, x⟫_𝕜 := by
    rw [← hT (orbital hT hn i) x, apply_orbital, inner_smul_left, RCLike.conj_ofReal]
  have h2 : ⟪x, orbital hT hn i⟫_𝕜 * ⟪orbital hT hn i, T x⟫_𝕜
      = ((level hT hn i * ‖⟪orbital hT hn i, x⟫_𝕜‖ ^ 2 : ℝ) : 𝕜) := by
    rw [h, ← inner_conj_symm x (orbital hT hn i)]
    push_cast
    rw [← RCLike.conj_mul]
    ring
  rw [h2, RCLike.ofReal_re]
```

## Ky Fan's variational principle

For an orthonormal filling \(v\), set \(p_i=\sum_j|\langle\varphi_i,v_j\rangle|^2\), so that \(F(T,v)=\sum_i\varepsilon_ip_i\). Bessel's inequality gives \(p_i\le\|\varphi_i\|^2=1\), and Parseval's identity gives \(\sum_ip_i=\sum_j\|v_j\|^2=k\). The Aufbau inequality then yields \(E_k(T)\le F(T,v)\).

```lean
/-- The lower bound in Ky Fan's variational principle: no filling of `k` orthonormal orbitals has an
energy below the band energy of a symmetric Hamiltonian. -/
theorem bandEnergy_le (hT : T.IsSymmetric) (hn : Module.finrank 𝕜 E = n) (hk : k ≤ n)
    {v : Fin k → E} (hv : Orthonormal 𝕜 v) : bandEnergy hT hn hk ≤ fillingEnergy T v := by
  have hE : fillingEnergy T v
      = ∑ i, level hT hn i * ∑ j, ‖⟪orbital hT hn i, v j⟫_𝕜‖ ^ 2 := by
    simp only [fillingEnergy, expectation_eq hT hn, Finset.mul_sum]
    exact Finset.sum_comm
  rw [hE]
  refine aufbau (fun i j hij => hT.eigenvalues_antitone hn (Fin.rev_le_rev.2 hij))
    (fun i => Finset.sum_nonneg fun j _ => sq_nonneg _) (fun i => ?_) ?_ hk
  · -- Bessel: no eigenorbital is occupied more than once
    have h := hv.sum_inner_products_le (orbital hT hn i) (s := Finset.univ)
    rw [(orbital hT hn).orthonormal.1 i, one_pow] at h
    simpa only [norm_inner_symm] using h
  · -- Parseval: the occupations add up to the number of orbitals filled
    rw [Finset.sum_comm]
    simp [(orbital hT hn).sum_sq_norm_inner_right, hv.1]
```

The Bessel step, `hv.sum_inner_products_le`, deserves a closer look. The orthonormal family is the trial filling, and the vector being expanded is an eigenorbital; `norm_inner_symm` then turns the overlaps round. This is where the Pauli principle enters: with normalised but non-orthogonal \(v_j\), Parseval would still give \(k\), yet all \(k\) electrons could sit in \(\varphi_0\).

The bound is attained by the lowest eigenorbitals: \(\sum_{j<k}\langle\varphi_j,T\varphi_j\rangle=\sum_{j<k}\varepsilon_j\).

```lean
/-- The band energy of a symmetric Hamiltonian is attained by some orthonormal filling. -/
theorem bandEnergy_attained (hT : T.IsSymmetric) (hn : Module.finrank 𝕜 E = n)
    (hk : k ≤ n) :
    ∃ v : Fin k → E, Orthonormal 𝕜 v ∧ fillingEnergy T v = bandEnergy hT hn hk := by
  refine ⟨fun j => orbital hT hn (Fin.castLE hk j),
    (orbital hT hn).orthonormal.comp _ (Fin.castLE_injective hk), ?_⟩
  refine Finset.sum_congr rfl fun j _ => ?_
  rw [apply_orbital, inner_smul_right, RCLike.re_ofReal_mul, inner_self_eq_norm_sq,
    (orbital hT hn).orthonormal.1, one_pow, mul_one]
```

\(E_k\) could also have been defined as the minimum of \(F(T,v)\) over orthonormal fillings. The virtual-crystal bound would then need no eigenvalues, but identifying \(E_k\) with the sum of the lowest levels would become a separate theorem.

## The virtual-crystal bound

Let \(w_i\ge0\), and let \(v\) be an optimal filling for \(\bar T\). Used as a trial filling for every configuration, it gives
\[E_k(\bar T)=F(\bar T,v)=\sum_iw_iF(T_i,v)\ge\sum_iw_iE_k(T_i).\]

```lean
/-- Virtual-crystal bound: for symmetric Hamiltonians and nonnegative weights, the band
energy of the averaged Hamiltonian is at least the average of the band energies at the
same filling. -/
theorem average_bandEnergy_le {w : ι → ℝ} (hw : ∀ i, 0 ≤ w i) {T : ι → E →ₗ[𝕜] E}
    (hT : ∀ i, (T i).IsSymmetric) (hn : Module.finrank 𝕜 E = n) (hk : k ≤ n) :
    ∑ i, w i * bandEnergy (hT i) hn hk
      ≤ bandEnergy (averageHamiltonian_isSymmetric w hT) hn hk := by
  -- use the best filling of the average as a trial filling for every configuration
  obtain ⟨v, hv, hE⟩ := bandEnergy_attained (averageHamiltonian_isSymmetric w hT) hn hk
  rw [← hE, fillingEnergy_average]
  exact Finset.sum_le_sum fun i _ =>
    mul_le_mul_of_nonneg_left (bandEnergy_le (hT i) hn hk hv) (hw i)
```

Suppose all \(w_i>0\). If equality holds, each term must match, so \(F(T_i,v)=E_k(T_i)\) for every \(i\): one filling is optimal for all configurations. Conversely, such a common filling gives \(E_k(\bar T)\le F(\bar T,v)=\sum_iw_iE_k(T_i)\), which closes the bound.

```lean
/-- For symmetric Hamiltonians and positive weights, the virtual-crystal bound is an
equality exactly when one common orthonormal filling attains the band energy of every
configuration. -/
theorem average_bandEnergy_eq_iff {w : ι → ℝ} (hw : ∀ i, 0 < w i) {T : ι → E →ₗ[𝕜] E}
    (hT : ∀ i, (T i).IsSymmetric) (hn : Module.finrank 𝕜 E = n) (hk : k ≤ n) :
    ∑ i, w i * bandEnergy (hT i) hn hk
        = bandEnergy (averageHamiltonian_isSymmetric w hT) hn hk ↔
      ∃ v : Fin k → E, Orthonormal 𝕜 v ∧
        ∀ i, fillingEnergy (T i) v = bandEnergy (hT i) hn hk := by
  constructor
  · intro h
    obtain ⟨v, hv, hE⟩ := bandEnergy_attained (averageHamiltonian_isSymmetric w hT) hn hk
    rw [← hE, fillingEnergy_average] at h
    have h' := (Finset.sum_eq_sum_iff_of_le fun i _ =>
      mul_le_mul_of_nonneg_left (bandEnergy_le (hT i) hn hk hv) (hw i).le).1 h
    exact ⟨v, hv, fun i => (mul_left_cancel₀ (hw i).ne' (h' i (Finset.mem_univ i))).symm⟩
  · rintro ⟨v, hv, h⟩
    refine le_antisymm (average_bandEnergy_le (fun i => (hw i).le) hT hn hk) ?_
    have hb := bandEnergy_le (averageHamiltonian_isSymmetric w hT) hn hk hv
    rw [fillingEnergy_average] at hb
    simpa only [h] using hb
```

## Hückel matrices

For real matrices, `IsHermitian` means symmetric, and weighted sums preserve this.

```lean
/-- A weighted sum of real symmetric matrices is symmetric. -/
theorem isHermitian_average (w : ι → ℝ) {H : ι → Matrix (Fin n) (Fin n) ℝ}
    (hH : ∀ i, (H i).IsHermitian) : (∑ i, w i • H i).IsHermitian := by
  have h := fun i => (hH i).eq
  simp only [Matrix.IsHermitian, Matrix.conjTranspose_sum, Matrix.conjTranspose_smul, h,
    star_trivial]
```

`Matrix.toEuclideanLin` turns a matrix into an operator on \(\mathbb R^n\) with the standard inner product. The atomic orbitals are thus taken as orthonormal, which is Hückel's neglect of overlap, and as common to all configurations. Here \(E_k\) counts one electron per orbital; with two electrons in each filled orbital, as in a closed-shell molecule, the energy is \(2E_k\) and both sides of the bound below are doubled.

```lean
/-- The sum of the `k` lowest eigenvalues of a real symmetric `n` by `n` matrix, for
`k` at most `n`. -/
def matrixBandEnergy {H : Matrix (Fin n) (Fin n) ℝ} (hH : H.IsHermitian) (hk : k ≤ n) : ℝ :=
  bandEnergy (Matrix.isSymmetric_toEuclideanLin_iff.2 hH) finrank_euclideanSpace_fin hk
```

The operator of the averaged matrix is the average of the operators, so the bound carries over:
\[E_k\Bigl(\sum_iw_iH_i\Bigr)\ge\sum_iw_iE_k(H_i).\]

```lean
/-- Virtual-crystal bound for Hückel matrices: for real symmetric matrices and nonnegative
weights, the sum of the `k` lowest eigenvalues of the averaged matrix is at least the
average of the corresponding sums. -/
theorem average_matrixBandEnergy_le {w : ι → ℝ} (hw : ∀ i, 0 ≤ w i)
    {H : ι → Matrix (Fin n) (Fin n) ℝ} (hH : ∀ i, (H i).IsHermitian) (hk : k ≤ n) :
    ∑ i, w i * matrixBandEnergy (hH i) hk
      ≤ matrixBandEnergy (isHermitian_average w hH) hk := by
  have h : averageHamiltonian w (fun i => Matrix.toEuclideanLin (H i))
      = Matrix.toEuclideanLin (∑ i, w i • H i) := by
    simp [averageHamiltonian, map_sum]
  have key := average_bandEnergy_le hw
    (fun i => Matrix.isSymmetric_toEuclideanLin_iff.2 (hH i)) finrank_euclideanSpace_fin hk
  simpa only [matrixBandEnergy, h] using key

end

end VirtualCrystalBandEnergy
```

```lean
#print axioms VirtualCrystalBandEnergy.average_bandEnergy_le
-- 'VirtualCrystalBandEnergy.average_bandEnergy_le' depends on axioms: [propext, Classical.choice, Quot.sound]
#print axioms VirtualCrystalBandEnergy.average_bandEnergy_eq_iff
-- 'VirtualCrystalBandEnergy.average_bandEnergy_eq_iff' depends on axioms: [propext, Classical.choice, Quot.sound]
#print axioms VirtualCrystalBandEnergy.average_matrixBandEnergy_le
-- 'VirtualCrystalBandEnergy.average_matrixBandEnergy_le' depends on axioms: [propext, Classical.choice, Quot.sound]
```
